# The Levin transform recovers L from s(n) = L + w(n) · (finite sum of inverse powers of n+b) wherever its denominator is nonzero

## Can a quotient of high-order differences return the exact sum?

I have read that the Levin transform gives exactly $L$ when the error of the $n$-th partial sum is a known factor $w(n)$ times a finite sum of inverse powers of $n+b$, provided its denominator is nonzero. I use it on slowly converging alternating series, where a handful of partial sums gives several digits. But it divides one high-order difference by another, and both could be zero. Why does $L$ come out, are there other sequences for which it works, and can the denominator vanish in my alternating case?

## Differencing removes the remainder and leaves L

Let $m\ge 0$, let $n+b$ and $w(n)$ be nonzero for every $n=0,1,2,\dots$, and suppose

$$s(n)=L+w(n)\sum_{j=0}^{m}\frac{c_j}{(n+b)^j}.$$

With $\Delta f(n)=f(n+1)-f(n)$, define

$$N(n)=\Delta^{m+1}\frac{(n+b)^m s(n)}{w(n)},\qquad D(n)=\Delta^{m+1}\frac{(n+b)^m}{w(n)}.$$

Then $N(n)=L\,D(n)$ for all $n$, so $N(n)/D(n)=L$ wherever $D(n)\neq0$. Conversely, if $N=L\,D$ at every $n$, then $s$ has the form above. For real $b>0$ and $w$ with signs $+,-,+,-,\dots$, $D(n)$ is never zero.

**The remainder becomes a polynomial.** Write $x=n+b$. Multiplying by $x^m/w(n)$ gives

$$\frac{x^m s(n)}{w(n)}=L\,\frac{x^m}{w(n)}+\sum_{j=0}^m c_j x^{m-j}.$$

By the binomial theorem,

$$\Delta x^j=(x+1)^j-x^j=\sum_{l<j}\binom jl x^l .$$

Each difference therefore lowers the degree. By induction on $k$, $\Delta^k x^j=0$ for $j<k$ and $\Delta^k x^k=k!$. The case $k=0$ is immediate. In the next step,

$$\Delta^{k+1}x^j=\sum_{l<j}\binom jl\Delta^k x^l,$$

which is zero for $j\le k$. For $j=k+1$ only $l=k$ survives, giving $(k+1)\,k!=(k+1)!$. Since $\Delta^{m+1}$ is linear and removes all powers up to $x^m$, $N=L\,D$ follows.

**No other sequences satisfy the identity.** Suppose $N=L\,D$ everywhere, and set $g(n)=x^m(s(n)-L)/w(n)$. Then $\Delta^{m+1}g=0$. A sequence with $\Delta^k g=0$ is a polynomial in $x$ of degree below $k$. For $k=0$ it is the zero sequence. If $\Delta^{k+1}g=0$, then $\Delta^k g$ is a constant $A$, and $g-(A/k!)\,x^k$ has vanishing $k$-th difference, so the previous case applies to it. Hence $g=\sum_{j\le m}a_jx^j$, and solving for $s$ gives

$$s(n)=L+w(n)\sum_{j=0}^m \frac{a_{m-j}}{x^j}.$$

**Alternating signs make the denominator nonzero.** Let $f(n)=x^m/w(n)$ with $b>0$ and $(-1)^n w(n)>0$. Then $(-1)^{n+k}\Delta^k f(n)>0$ for every $k$. This holds for $k=0$, and

$$(-1)^{n+k+1}\Delta^{k+1}f(n)=(-1)^{(n+1)+k}\Delta^k f(n+1)+(-1)^{n+k}\Delta^k f(n)$$

is a sum of two positive numbers. Taking $k=m+1$ gives $D(n)\ne0$.

Without such a sign condition $D$ can vanish. For $w(n)=1$ it is zero at every $n$, and $L$ is then not determined by $s$, because a constant can be moved between $L$ and $c_0$.

## Three partial sums of the series for ln 2

Take $s(n)=\sum_{i=0}^n(-1)^i/(i+1)$, $w(n)=(-1)^n/(n+1)$, $b=1$ and $m=1$. The weights $(n+1)/w(n)$ at $n=0,1,2$ are $1,-4,9$, and the partial sums are $1,\tfrac12,\tfrac56$. Since $\Delta^2f(0)=f(2)-2f(1)+f(0)$,

$$D(0)=9+8+1=18,\qquad N(0)=\tfrac{15}{2}+4+1=\tfrac{25}{2}.$$

The quotient is $0.6944$, against $\ln2=0.6931$ and a last partial sum of $0.8333$. It is not exact: rational data give a rational quotient, whereas $\ln 2$ is irrational. With this $w$ and $b$, the remainder of the series therefore does not have the finite form for any $m$.

That is the step from the model to a real calculation: the finite inverse-power form is assumed, while an actual remainder usually follows such an expansion only approximately, and the theorems give no bound on the resulting error. For lattice sums or perturbation series in quantum mechanics, the result identifies the truncation errors that the transform removes completely, namely those of this finite form with a known $w$, wherever $D(n)\neq0$.

One slip in the derivation is to match the power $m$ with a difference of order $m$. The term $c_0x^m$ then survives as $c_0\,m!$, and the quotient is $L$ plus $c_0\,m!$ divided by the new denominator.

## The statements in Lean

Sequences are functions `ℕ → K`, starting at $n=0$, with `K` a field of characteristic zero such as the real or complex numbers. `delta` is $\Delta$, and `delta^[m + 1]` applies it $m+1$ times. `levinDiff m b w s n` is $N(n)$. With `fun _ => 1`, the constant sequence 1, in place of `s`, it is $D(n)$. `levin` is their quotient. Its argument `m` is the power in the weight, so the order usually called $k$ is $m+1$; this avoids the subtraction $k-1$ in the natural numbers.

- `levin_kernel` is the equivalence between the model form and $N=L\,D$ at all $n$. The coefficients are a function `c : ℕ → K`, of which only $c_0,\dots,c_m$ enter, since `Finset.range (m + 1)` is $\{0,\dots,m\}$.
- `levin_exact` is the exactness of the quotient at a given `n`. The hypotheses `hb` and `hw` say that $n+b$ and $w(n)$ have no zeros, `hs` is the model form, and `hD` is $D(n)\neq0$.
- `levin_exact_alternating` takes real data, $b>0$ and $(-1)^n w(n)>0$, and concludes both $D(n)\ne0$ and exactness at every `n`. For the pattern $-,+,-,\dots$, change the signs of $w$ and all $c_j$; the quotient stays the same.

Convergence of $s$ is not assumed. $L$ is the constant in the model, and it is the limit when the remainder tends to zero.

```lean
import Mathlib

namespace LevinTransform

noncomputable section

variable {K : Type*} [Field K] [CharZero K]

/-- The forward difference of a sequence, `f (n+1) - f n`. -/
def delta (f : ℕ → K) (n : ℕ) : K := f (n + 1) - f n

/-- The difference of order `m+1` of the weighted sequence `(n+b)^m x(n) / w(n)`,
for a remainder estimate `w` without zeros. -/
def levinDiff (m : ℕ) (b : K) (w x : ℕ → K) (n : ℕ) : K :=
  delta^[m + 1] (fun i : ℕ => ((i : K) + b) ^ m * x i / w i) n

/-- The Levin transform of order `m+1` of the sequence `s` with remainder estimate `w`,
for `w` without zeros and at those `n` where the denominator is nonzero. -/
def levin (m : ℕ) (b : K) (w s : ℕ → K) (n : ℕ) : K :=
  levinDiff m b w s n / levinDiff m b w (fun _ => 1) n

omit [CharZero K] in
/-- A difference of order `k+1` is the difference of two neighbouring differences of order `k`. -/
theorem delta_iter_succ (f : ℕ → K) (k n : ℕ) :
    delta^[k + 1] f n = delta^[k] f (n + 1) - delta^[k] f n := by
  rw [Function.iterate_succ_apply']
  rfl

omit [CharZero K] in
/-- Differences of any order are linear: they act separately on `f` and on `c g` in `f + c g`. -/
theorem delta_iter_add_mul (f g : ℕ → K) (c : K) (k n : ℕ) :
    delta^[k] (fun i => f i + c * g i) n = delta^[k] f n + c * delta^[k] g n := by
  induction k generalizing n with
  | zero => rfl
  | succ k ih =>
    rw [delta_iter_succ, ih, ih, delta_iter_succ, delta_iter_succ]
    ring

omit [CharZero K] in
/-- Differences of any order pass through a finite linear combination of sequences. -/
theorem delta_iter_sum (t : Finset ℕ) (c : ℕ → K) (f : ℕ → ℕ → K) (k n : ℕ) :
    delta^[k] (fun i => ∑ j ∈ t, c j * f j i) n = ∑ j ∈ t, c j * delta^[k] (f j) n := by
  induction k generalizing n with
  | zero => rfl
  | succ k ih =>
    rw [delta_iter_succ, ih, ih, ← Finset.sum_sub_distrib]
    refine Finset.sum_congr rfl fun j _ => ?_
    rw [delta_iter_succ]
    ring

omit [CharZero K] in
/-- The difference of order `k` removes every power of `n+b` below the `k`-th,
and turns the `k`-th power into the constant `k!`. -/
theorem delta_iter_pow (b : K) (k : ℕ) :
    (∀ j < k, ∀ n, delta^[k] (fun i : ℕ => ((i : K) + b) ^ j) n = 0) ∧
      ∀ n, delta^[k] (fun i : ℕ => ((i : K) + b) ^ k) n = (k.factorial : K) := by
  -- one difference lowers the degree, by the binomial theorem
  have step : ∀ j : ℕ, delta (fun i : ℕ => ((i : K) + b) ^ j) =
      fun i : ℕ => ∑ l ∈ Finset.range j, (j.choose l : K) * ((i : K) + b) ^ l := by
    intro j
    funext i
    change (((i + 1 : ℕ) : K) + b) ^ j - ((i : K) + b) ^ j = _
    have e : ((i + 1 : ℕ) : K) + b = ((i : K) + b) + 1 := by
      push_cast
      ring
    rw [e, add_pow, Finset.sum_range_succ]
    simp only [one_pow, mul_one, Nat.choose_self, Nat.cast_one, add_sub_cancel_right]
    exact Finset.sum_congr rfl fun l _ => mul_comm _ _
  induction k with
  | zero => exact ⟨fun j hj => absurd hj (Nat.not_lt_zero j), fun n => by simp⟩
  | succ k ih =>
    constructor
    · intro j hj n
      rw [Function.iterate_succ_apply, step, delta_iter_sum]
      refine Finset.sum_eq_zero fun l hl => ?_
      have hl' := Finset.mem_range.mp hl
      rw [ih.1 l (by omega) n, mul_zero]
    · intro n
      rw [Function.iterate_succ_apply, step, delta_iter_sum, Finset.sum_range_succ, ih.2 n]
      have h0 : ∑ l ∈ Finset.range k, ((k + 1).choose l : K) *
          delta^[k] (fun i : ℕ => ((i : K) + b) ^ l) n = 0 :=
        Finset.sum_eq_zero fun l hl => by
          rw [ih.1 l (Finset.mem_range.mp hl) n, mul_zero]
      rw [h0, zero_add, Nat.choose_succ_self_right, Nat.factorial_succ, Nat.cast_mul]

/-- A sequence whose difference of order `k` vanishes everywhere is a polynomial in `n+b`
with powers below `k` only. -/
theorem polynomial_of_delta_iter_eq_zero (b : K) (k : ℕ) (g : ℕ → K)
    (h : ∀ n, delta^[k] g n = 0) :
    ∃ a : ℕ → K, ∀ n : ℕ, g n = ∑ j ∈ Finset.range k, a j * ((n : K) + b) ^ j := by
  induction k generalizing g with
  | zero => exact ⟨fun _ => 0, fun n => by simpa using h n⟩
  | succ k ih =>
    -- the difference of order `k` is constant and fixes the leading coefficient
    have const : ∀ n, delta^[k] g n = delta^[k] g 0 := by
      intro n
      induction n with
      | zero => rfl
      | succ n hn =>
        have h1 := h n
        rw [delta_iter_succ] at h1
        exact (sub_eq_zero.mp h1).trans hn
    have hf : (k.factorial : K) ≠ 0 := Nat.cast_ne_zero.mpr (Nat.factorial_ne_zero k)
    obtain ⟨C, hC⟩ : ∃ C : K, C * (k.factorial : K) = delta^[k] g 0 :=
      ⟨delta^[k] g 0 / (k.factorial : K), div_mul_cancel₀ _ hf⟩
    obtain ⟨a, ha⟩ := ih (fun i : ℕ => g i + (-C) * ((i : K) + b) ^ k) (fun n => by
      rw [delta_iter_add_mul, const n, (delta_iter_pow b k).2 n]
      linear_combination -hC)
    refine ⟨fun j => if j = k then C else a j, fun n => ?_⟩
    change g n = ∑ j ∈ Finset.range (k + 1), (if j = k then C else a j) * ((n : K) + b) ^ j
    have e : ∑ j ∈ Finset.range k, (if j = k then C else a j) * ((n : K) + b) ^ j =
        ∑ j ∈ Finset.range k, a j * ((n : K) + b) ^ j :=
      Finset.sum_congr rfl fun j hj => by rw [if_neg (Finset.mem_range.mp hj).ne]
    have hn : g n + (-C) * ((n : K) + b) ^ k =
        ∑ j ∈ Finset.range k, a j * ((n : K) + b) ^ j := ha n
    rw [Finset.sum_range_succ, e, if_pos rfl]
    linear_combination hn

omit [CharZero K] in
/-- Multiplication by `x^m`, with `x` nonzero, turns a sum of inverse powers up to `x^(-m)`
into a polynomial in `x`. -/
theorem pow_mul_inverse_powers (m : ℕ) (c : ℕ → K) {x : K} (hx : x ≠ 0) :
    x ^ m * ∑ j ∈ Finset.range (m + 1), c j / x ^ j =
      ∑ j ∈ Finset.range (m + 1), c j * x ^ (m - j) := by
  have aux : ∀ p q d : K, q ≠ 0 → p * q * (d / q) = d * p := by
    intro p q d hq
    linear_combination (d * p) * (mul_inv_cancel₀ hq)
  rw [Finset.mul_sum]
  refine Finset.sum_congr rfl fun j hj => ?_
  have hjm : j ≤ m := Nat.lt_succ_iff.mp (Finset.mem_range.mp hj)
  rw [← pow_sub_mul_pow x hjm, aux _ _ _ (pow_ne_zero j hx)]

/-- For `n+b` and `w(n)` never zero, the Levin numerator is `L` times the denominator at every `n`
exactly when `s(n)` is `L` plus `w(n)` times a sum of inverse powers of `n+b` up to the `m`-th. -/
theorem levin_kernel (m : ℕ) (b L : K) (w s : ℕ → K)
    (hb : ∀ n : ℕ, (n : K) + b ≠ 0) (hw : ∀ n, w n ≠ 0) :
    (∃ c : ℕ → K, ∀ n : ℕ,
        s n = L + w n * ∑ j ∈ Finset.range (m + 1), c j / ((n : K) + b) ^ j) ↔
      ∀ n, levinDiff m b w s n = L * levinDiff m b w (fun _ => 1) n := by
  constructor
  · rintro ⟨c, hs⟩ n
    have alg : ∀ p S v : K, v ≠ 0 → p * (L + v * S) / v = p * S + L * (p * 1 / v) := by
      intro p S v hv
      linear_combination (p * S) * (mul_inv_cancel₀ hv)
    -- the weighted sequence is a polynomial plus `L` times the weighted constant
    have e : (fun i : ℕ => ((i : K) + b) ^ m * s i / w i) = fun i : ℕ =>
        (∑ j ∈ Finset.range (m + 1), c j * ((i : K) + b) ^ (m - j)) +
          L * (((i : K) + b) ^ m * 1 / w i) := by
      funext i
      rw [hs i, alg _ _ _ (hw i), pow_mul_inverse_powers m c (hb i)]
    change delta^[m + 1] (fun i : ℕ => ((i : K) + b) ^ m * s i / w i) n =
      L * delta^[m + 1] (fun i : ℕ => ((i : K) + b) ^ m * 1 / w i) n
    rw [e, delta_iter_add_mul, delta_iter_sum, Finset.sum_eq_zero, zero_add]
    intro j _
    rw [(delta_iter_pow b (m + 1)).1 (m - j) (by omega) n, mul_zero]
  · intro h
    obtain ⟨a, ha⟩ := polynomial_of_delta_iter_eq_zero b (m + 1)
      (fun i : ℕ => ((i : K) + b) ^ m * s i / w i + (-L) * (((i : K) + b) ^ m * 1 / w i))
      (fun n => by
        rw [delta_iter_add_mul]
        have hn : delta^[m + 1] (fun i : ℕ => ((i : K) + b) ^ m * s i / w i) n =
          L * delta^[m + 1] (fun i : ℕ => ((i : K) + b) ^ m * 1 / w i) n := h n
        linear_combination hn)
    -- reading the polynomial backwards gives the inverse powers
    refine ⟨fun j => a (m - j), fun n => ?_⟩
    have hr := Finset.sum_range_reflect (fun j => a j * ((n : K) + b) ^ j) (m + 1)
    simp only [Nat.add_sub_cancel] at hr
    have hn : ((n : K) + b) ^ m * s n / w n + (-L) * (((n : K) + b) ^ m * 1 / w n) =
        ((n : K) + b) ^ m * ∑ j ∈ Finset.range (m + 1), a (m - j) / ((n : K) + b) ^ j :=
      (ha n).trans (hr.symm.trans
        (pow_mul_inverse_powers m (fun j => a (m - j)) (hb n)).symm)
    apply mul_left_cancel₀ (pow_ne_zero m (hb n))
    linear_combination (w n) * hn -
      (((n : K) + b) ^ m * s n - L * ((n : K) + b) ^ m) * (mul_inv_cancel₀ (hw n))

/-- Exactness of the Levin transform: if `s(n)` is `L` plus `w(n)` times a sum of inverse powers
of `n+b` up to the `m`-th, with `n+b` and `w(n)` never zero, then the transform of order `m+1`
equals `L` wherever its denominator is nonzero. -/
theorem levin_exact (m : ℕ) (b L : K) (w s c : ℕ → K)
    (hb : ∀ n : ℕ, (n : K) + b ≠ 0) (hw : ∀ n, w n ≠ 0)
    (hs : ∀ n : ℕ, s n = L + w n * ∑ j ∈ Finset.range (m + 1), c j / ((n : K) + b) ^ j)
    (n : ℕ) (hD : levinDiff m b w (fun _ => 1) n ≠ 0) :
    levin m b w s n = L := by
  unfold levin
  rw [(levin_kernel m b L w s hb hw).mp ⟨c, hs⟩ n, mul_div_cancel_right₀ _ hD]

/-- For real `b > 0` and a remainder estimate with the strict sign pattern `+ - + - ...`,
the Levin denominator never vanishes and the transform of a sequence of the model form
equals `L` at every `n`. -/
theorem levin_exact_alternating (m : ℕ) (b L : ℝ) (w s c : ℕ → ℝ) (hb : 0 < b)
    (hw : ∀ n, 0 < (-1 : ℝ) ^ n * w n)
    (hs : ∀ n : ℕ, s n = L + w n * ∑ j ∈ Finset.range (m + 1), c j / ((n : ℝ) + b) ^ j)
    (n : ℕ) :
    levinDiff m b w (fun _ => 1) n ≠ 0 ∧ levin m b w s n = L := by
  have hx : ∀ i : ℕ, 0 < (i : ℝ) + b := fun i => by positivity
  -- differences of an alternating sequence alternate again
  have sign : ∀ k i : ℕ, 0 < (-1 : ℝ) ^ (i + k) *
      delta^[k] (fun i : ℕ => ((i : ℝ) + b) ^ m * 1 / w i) i := by
    intro k
    induction k with
    | zero =>
      intro i
      change 0 < (-1 : ℝ) ^ i * (((i : ℝ) + b) ^ m * 1 / w i)
      have hp : 0 < ((i : ℝ) + b) ^ m * 1 := by
        rw [mul_one]
        exact pow_pos (hx i) m
      have hwi := hw i
      rcases neg_one_pow_eq_or ℝ i with h | h
      · rw [h, one_mul] at hwi ⊢
        exact div_pos hp hwi
      · rw [h] at hwi ⊢
        have hneg := div_neg_of_pos_of_neg hp (show w i < 0 by linarith)
        linarith
    | succ k ih =>
      intro i
      have h1 := ih (i + 1)
      have h2 := ih i
      rw [show i + 1 + k = i + k + 1 by omega, pow_succ] at h1
      rw [delta_iter_succ, show i + (k + 1) = i + k + 1 by omega, pow_succ]
      linarith
  have hD : levinDiff m b w (fun _ => 1) n ≠ 0 := right_ne_zero_of_mul (sign (m + 1) n).ne'
  exact ⟨hD, levin_exact m b L w s c (fun i => (hx i).ne')
    (fun i => right_ne_zero_of_mul (hw i).ne') hs n hD⟩

end

end LevinTransform
```

```lean
#print axioms LevinTransform.levin_exact
-- 'LevinTransform.levin_exact' depends on axioms: [propext, Classical.choice, Quot.sound]
#print axioms LevinTransform.levin_exact_alternating
-- 'LevinTransform.levin_exact_alternating' depends on axioms: [propext, Classical.choice, Quot.sound]
```

## From the lemmas to the theorems

`delta_iter_succ` unfolds one difference, and `delta_iter_add_mul` and `delta_iter_sum` give linearity by induction on the order. In `delta_iter_pow`, the local fact `step` is the binomial formula for $\Delta x^j$, and the induction proves both the vanishing of the lower powers and the value $k!$.

`polynomial_of_delta_iter_eq_zero` follows the subtraction of the leading term: `const` shows that the $k$-th difference is constant, and `C` is $A/k!$. Characteristic zero is used here, to make $k!$ invertible.

`pow_mul_inverse_powers` turns the inverse powers into $\sum_j c_jx^{m-j}$. In the forward half of `levin_kernel`, `e` rewrites the weighted sequence as this polynomial plus $L$ times the weighted constant, and `delta_iter_pow` removes the polynomial. The backward half applies the polynomial lemma to $g$ and reverses the order of the coefficients with `Finset.sum_range_reflect`, which produces $a_{m-j}$.

`levin_exact` inserts $N=L\,D$ into the quotient and cancels $D(n)$. In the alternating theorem, `sign` is the inequality for $(-1)^{n+k}\Delta^kf(n)$. Its induction step ends with `linarith` adding the two positive terms, and the case $k=m+1$ supplies the nonzero denominator that `levin_exact` needs.
